# For positive weights, Metropolis is the largest replica-swap rule in detailed balance, and heat-bath accepts at least half as often

## Question

Of all swap rules in detailed balance for two replicas with positive weights, the Metropolis rule has the largest acceptance probability at every pair of configurations, and the heat-bath rule never falls below half of it. In symbols, let replica 1 have weight $p_1$ and sit in configuration $x$, let replica 2 have weight $p_2$ and sit in $y$, and set

$$r(x,y)=\frac{p_1(y)\,p_2(x)}{p_1(x)\,p_2(y)} .$$

Metropolis accepts the exchange with probability $\min(1,r)$, heat-bath with probability $r/(1+r)$. I can make the claim plausible from the formulas, but I would like a rigorous argument that covers every admissible rule, checked by machine in Lean 4 with Mathlib. Can that be done?

## Answer

Yes. The optimality of Metropolis follows from one observation: detailed balance ties each swap to its reverse, and the reverse swap can't be accepted with probability above one. For replica exchange between two fixed ensembles with positive weights, a separate one-variable inequality in $r$ then shows that choosing heat-bath swaps over Metropolis swaps costs at most a factor of two in acceptance at any given pair of configurations.

### The reverse swap limits the forward one

Write $W(x,y)=p_1(x)p_2(y)$ for the weight of the current pair. After the exchange the weight is $W(y,x)=p_1(y)p_2(x)$, so $r(x,y)=W(y,x)/W(x,y)$. A swap rule is a function $a(x,y)$ with values in $[0,1]$ and

$$W(x,y)\,a(x,y)=W(y,x)\,a(y,x).$$

**Upper bound.** Since $a(y,x)\le 1$, the right-hand side is at most $W(y,x)$. Dividing by $W(x,y)>0$ gives $a(x,y)\le r(x,y)$. Also $a(x,y)\le 1$, hence $a(x,y)\le\min(1,r(x,y))$.

**Metropolis is itself a swap rule.** Its values lie in $[0,1]$ because $r>0$. Its flux is

$$W(x,y)\min(1,r(x,y))=\min\big(W(x,y),W(y,x)\big),$$

which doesn't change when $x$ and $y$ are exchanged. That is detailed balance.

**So is heat-bath.** Multiplying numerator and denominator of $r/(1+r)$ by $W(x,y)$ gives

$$\frac{r(x,y)}{1+r(x,y)}=\frac{W(y,x)}{W(x,y)+W(y,x)} .$$

Its flux $W(x,y)W(y,x)/(W(x,y)+W(y,x))$ is again symmetric, and its values lie between 0 and 1.

**The factor one half.** We need $\tfrac12\min(1,r)\,(1+r)\le r$.

- If $r\ge1$, this reads $\tfrac12(1+r)\le r$, which is $1\le r$.
- If $r\le1$, it reads $\tfrac12 r(1+r)\le r$, which is $r(1-r)\ge0$.

Equality holds in either case exactly when $r=1$. This happens in particular for $x=y$, where the exchange leaves the pair unchanged, so as a bound over all pairs the constant $\tfrac12$ can't be improved. At a pair with $r\ne1$ the inequality is strict, and the ratio of heat-bath to Metropolis tends to 1 as $r\to0$ or $r\to\infty$.

**Averages on a finite set.** Define the mean acceptance $A(a)=\sum_{x,y}W(x,y)\,a(x,y)$. The pointwise bound, multiplied by $W(x,y)$ and summed, shows that Metropolis maximises $A$. If another rule reaches the same value, the non-negative differences $W(x,y)\,[\min(1,r(x,y))-a(x,y)]$ sum to zero. Each of them then vanishes, and since $W(x,y)>0$ the two rules agree everywhere.

For normalised laws the maximum has a closed form. With $\min(u,v)=\tfrac12(u+v)-\tfrac12|u-v|$ and $\sum_{x,y}W(x,y)=\sum_{x,y}W(y,x)=1$,

$$A(\min(1,r))=1-\tfrac12\sum_{x,y}\big|W(x,y)-W(y,x)\big| .$$

**Boltzmann laws.** For $p_i(x)=e^{-\beta_iE(x)}/Z_i$, with energy $E$, inverse temperature $\beta_i$ and partition function $Z_i$, both numerator and denominator of $r$ contain $1/(Z_1Z_2)$, which cancels. The exponents add up to

$$-\beta_1E(y)-\beta_2E(x)+\beta_1E(x)+\beta_2E(y)=(\beta_1-\beta_2)(E(x)-E(y)),$$

so $r(x,y)=e^{(\beta_1-\beta_2)(E(x)-E(y))}$. If replica 1 is the colder one and holds the higher energy, Metropolis always accepts.

### Replicas, weights and rules as Lean objects

The type `X` is the configuration space, and `p₁ p₂ : X → ℝ` are the weights of the two replicas. The first argument of every rule is the configuration of replica 1, the second that of replica 2. The definitions `swapRatio`, `metropolis` and `heatBath` are $r$, $\min(1,r)$ and $r/(1+r)$.

The structure `IsSwapRule p₁ p₂ a` collects the three conditions on a rule: `nonneg` and `le_one` make it a probability, and `balance` is detailed balance. Physically, `balance` says that in equilibrium exchanges from $(x,y)$ to $(y,x)$ occur as often as those in the opposite direction. This reading assumes that the swap is attempted with a probability that doesn't depend on the configurations.

The hypotheses `h₁` and `h₂` say that all weights are strictly positive: each configuration has finite energy in both ensembles. Hard-core exclusions make some weights vanish. If they are the same in both ensembles, one can take `X` to be the set of allowed configurations, and the theorems apply; exclusions that differ between the ensembles are not covered.

The central theorem, `metropolis_optimal_heatBath_half`, has two halves. Metropolis is a swap rule and every swap rule `a` satisfies `a x y ≤ metropolis p₁ p₂ x y` for all `x` and `y`; heat-bath is a swap rule and is at least `metropolis p₁ p₂ x y / 2`. Neither half needs `X` to be finite or the weights to be normalised.

Finiteness enters with `meanAcceptance`, the double sum $A$. It is a true average when the weights are normalised; otherwise it carries the product of the two normalisation sums as a factor, which doesn't affect the comparison of rules. Only `meanAcceptance_metropolis` assumes normalisation, through `s₁` and `s₂`. The function `boltzmann` also needs a finite `X`, for the sum in its partition function. The theorem `swapRatio_boltzmann` uses the same energy `E` for both replicas, so it describes temperature exchange and not exchange between different Hamiltonians. The general theorems allow the latter, since `p₁` and `p₂` are arbitrary positive functions.

The theorems compare acceptance probabilities for one pair of replicas. They say nothing about mixing times or round trips through a temperature ladder.

```lean
import Mathlib

open Finset

noncomputable section

namespace ReplicaExchangeSwap

variable {X : Type*}

/-- The weight of the swapped pair of configurations divided by the weight of the current pair,
with replica 1 in `x` and replica 2 in `y`. -/
def swapRatio (p₁ p₂ : X → ℝ) (x y : X) : ℝ := p₁ y * p₂ x / (p₁ x * p₂ y)

/-- The Metropolis swap probability `min(1, r)`. -/
def metropolis (p₁ p₂ : X → ℝ) (x y : X) : ℝ := min 1 (swapRatio p₁ p₂ x y)

/-- The heat-bath swap probability `r / (1 + r)`. -/
def heatBath (p₁ p₂ : X → ℝ) (x y : X) : ℝ :=
  swapRatio p₁ p₂ x y / (1 + swapRatio p₁ p₂ x y)

/-- A swap rule: an acceptance probability for exchanging the two configurations that is in
detailed balance with the product weight `p₁(x) p₂(y)`. -/
structure IsSwapRule (p₁ p₂ : X → ℝ) (a : X → X → ℝ) : Prop where
  nonneg : ∀ x y, 0 ≤ a x y
  le_one : ∀ x y, a x y ≤ 1
  balance : ∀ x y, p₁ x * p₂ y * a x y = p₁ y * p₂ x * a y x

/-- The sum over all pairs of configurations of the product weight times the acceptance probability.
For normalised weights this is the mean acceptance probability. -/
def meanAcceptance [Fintype X] (p₁ p₂ : X → ℝ) (a : X → X → ℝ) : ℝ :=
  ∑ x, ∑ y, p₁ x * p₂ y * a x y

/-- The Boltzmann law with energy `E` at inverse temperature `β`. -/
def boltzmann [Fintype X] (E : X → ℝ) (β : ℝ) (x : X) : ℝ :=
  Real.exp (-β * E x) / ∑ z, Real.exp (-β * E z)

variable {p₁ p₂ : X → ℝ}

/-- For positive weights the swap ratio is positive. -/
theorem swapRatio_pos (h₁ : ∀ x, 0 < p₁ x) (h₂ : ∀ x, 0 < p₂ x) (x y : X) :
    0 < swapRatio p₁ p₂ x y :=
  div_pos (mul_pos (h₁ y) (h₂ x)) (mul_pos (h₁ x) (h₂ y))

/-- The Metropolis probability flux of a swap is the smaller of the weights of the current and
the swapped pair. -/
theorem metropolis_flux (h₁ : ∀ x, 0 < p₁ x) (h₂ : ∀ x, 0 < p₂ x) (x y : X) :
    p₁ x * p₂ y * metropolis p₁ p₂ x y = min (p₁ x * p₂ y) (p₁ y * p₂ x) := by
  have hx := (h₁ x).ne'
  have hy := (h₂ y).ne'
  have hw : 0 ≤ p₁ x * p₂ y := (mul_pos (h₁ x) (h₂ y)).le
  have hr : p₁ x * p₂ y * swapRatio p₁ p₂ x y = p₁ y * p₂ x := by
    unfold swapRatio
    field_simp
  rw [metropolis, mul_min_of_nonneg _ _ hw, mul_one, hr]

/-- The Metropolis probability is a swap rule. -/
theorem metropolis_isSwapRule (h₁ : ∀ x, 0 < p₁ x) (h₂ : ∀ x, 0 < p₂ x) :
    IsSwapRule p₁ p₂ (metropolis p₁ p₂) where
  nonneg x y := le_min zero_le_one (swapRatio_pos h₁ h₂ x y).le
  le_one x y := min_le_left _ _
  balance x y := by
    rw [metropolis_flux h₁ h₂ x y, metropolis_flux h₁ h₂ y x]
    exact min_comm _ _

/-- The heat-bath probability is a swap rule. -/
theorem heatBath_isSwapRule (h₁ : ∀ x, 0 < p₁ x) (h₂ : ∀ x, 0 < p₂ x) :
    IsSwapRule p₁ p₂ (heatBath p₁ p₂) where
  nonneg x y := by
    have hr := swapRatio_pos h₁ h₂ x y
    unfold heatBath
    positivity
  le_one x y := by
    have hr := swapRatio_pos h₁ h₂ x y
    exact (div_le_one (by linarith)).2 (by linarith)
  balance x y := by
    -- the swapped weight is divided by a sum that is symmetric under the swap
    have key : ∀ x y, heatBath p₁ p₂ x y
        = p₁ y * p₂ x / (p₁ x * p₂ y + p₁ y * p₂ x) := by
      intro x y
      have a1 := h₁ x
      have a2 := h₁ y
      have b1 := h₂ x
      have b2 := h₂ y
      unfold heatBath swapRatio
      rw [div_eq_div_iff (by positivity) (by positivity)]
      field_simp
    rw [key x y, key y x, add_comm (p₁ y * p₂ x) (p₁ x * p₂ y)]
    ring

/-- For positive weights every swap rule is pointwise at most the Metropolis rule. -/
theorem le_metropolis (h₁ : ∀ x, 0 < p₁ x) (h₂ : ∀ x, 0 < p₂ x) {a : X → X → ℝ}
    (ha : IsSwapRule p₁ p₂ a) (x y : X) : a x y ≤ metropolis p₁ p₂ x y := by
  refine le_min (ha.le_one x y) ?_
  rw [swapRatio, le_div_iff₀ (mul_pos (h₁ x) (h₂ y))]
  -- the reverse swap is accepted with probability at most one
  have hrev := mul_le_of_le_one_right (mul_pos (h₁ y) (h₂ x)).le (ha.le_one y x)
  linarith [ha.balance x y]

/-- For positive weights Metropolis is the pointwise largest swap rule, and the heat-bath rule is a
swap rule that accepts at least half as often as Metropolis at every pair of configurations. -/
theorem metropolis_optimal_heatBath_half (h₁ : ∀ x, 0 < p₁ x) (h₂ : ∀ x, 0 < p₂ x) :
    (IsSwapRule p₁ p₂ (metropolis p₁ p₂) ∧
      ∀ a, IsSwapRule p₁ p₂ a → ∀ x y, a x y ≤ metropolis p₁ p₂ x y) ∧
    (IsSwapRule p₁ p₂ (heatBath p₁ p₂) ∧
      ∀ x y, metropolis p₁ p₂ x y / 2 ≤ heatBath p₁ p₂ x y) := by
  refine ⟨⟨metropolis_isSwapRule h₁ h₂, fun a ha => le_metropolis h₁ h₂ ha⟩,
    heatBath_isSwapRule h₁ h₂, fun x y => ?_⟩
  have hr := swapRatio_pos h₁ h₂ x y
  unfold metropolis heatBath
  generalize swapRatio p₁ p₂ x y = r at hr ⊢
  rw [le_div_iff₀ (by linarith)]
  rcases le_total 1 r with h | h
  · rw [min_eq_left h]
    linarith
  · rw [min_eq_right h]
    nlinarith

/-- For positive weights the heat-bath probability is exactly half the Metropolis probability if and
only if the swap ratio is one. -/
theorem heatBath_eq_half_iff (h₁ : ∀ x, 0 < p₁ x) (h₂ : ∀ x, 0 < p₂ x) (x y : X) :
    heatBath p₁ p₂ x y = metropolis p₁ p₂ x y / 2 ↔ swapRatio p₁ p₂ x y = 1 := by
  have hr := swapRatio_pos h₁ h₂ x y
  unfold metropolis heatBath
  generalize swapRatio p₁ p₂ x y = r at hr ⊢
  rw [div_eq_iff (by linarith)]
  rcases le_total 1 r with h | h
  · rw [min_eq_left h]
    constructor <;> intro h' <;> linarith
  · rw [min_eq_right h]
    constructor
    · intro h'
      have h0 : r * (r - 1) = 0 := by linear_combination (-2) * h'
      have h3 := (mul_eq_zero.1 h0).resolve_left hr.ne'
      linarith
    · intro h'
      rw [h']
      norm_num

/-- For positive weights on a finite set no swap rule has a larger `meanAcceptance` than Metropolis,
and only the Metropolis rule itself reaches that value. -/
theorem meanAcceptance_le_metropolis [Fintype X] (h₁ : ∀ x, 0 < p₁ x) (h₂ : ∀ x, 0 < p₂ x)
    {a : X → X → ℝ} (ha : IsSwapRule p₁ p₂ a) :
    meanAcceptance p₁ p₂ a ≤ meanAcceptance p₁ p₂ (metropolis p₁ p₂) ∧
    (meanAcceptance p₁ p₂ a = meanAcceptance p₁ p₂ (metropolis p₁ p₂) ↔
      a = metropolis p₁ p₂) := by
  have hle : ∀ x y, p₁ x * p₂ y * a x y ≤ p₁ x * p₂ y * metropolis p₁ p₂ x y := fun x y =>
    mul_le_mul_of_nonneg_left (le_metropolis h₁ h₂ ha x y) (mul_pos (h₁ x) (h₂ y)).le
  refine ⟨sum_le_sum fun x _ => sum_le_sum fun y _ => hle x y, fun h => ?_, fun h => by rw [h]⟩
  -- equal sums of ordered terms force equality term by term
  have hrow : ∀ x ∈ (univ : Finset X), ∑ y, p₁ x * p₂ y * a x y
      = ∑ y, p₁ x * p₂ y * metropolis p₁ p₂ x y :=
    (sum_eq_sum_iff_of_le (fun x _ => sum_le_sum fun y _ => hle x y)).1 h
  funext x y
  have hxy : ∀ y ∈ (univ : Finset X), p₁ x * p₂ y * a x y
      = p₁ x * p₂ y * metropolis p₁ p₂ x y :=
    (sum_eq_sum_iff_of_le (fun y _ => hle x y)).1 (hrow x (mem_univ x))
  exact mul_left_cancel₀ (mul_pos (h₁ x) (h₂ y)).ne' (hxy y (mem_univ y))

/-- For normalised laws the mean Metropolis acceptance is one minus half the summed absolute
difference between the product law and its swapped copy. -/
theorem meanAcceptance_metropolis [Fintype X] (h₁ : ∀ x, 0 < p₁ x) (h₂ : ∀ x, 0 < p₂ x)
    (s₁ : ∑ x, p₁ x = 1) (s₂ : ∑ x, p₂ x = 1) :
    meanAcceptance p₁ p₂ (metropolis p₁ p₂)
      = 1 - 1 / 2 * ∑ x, ∑ y, |p₁ x * p₂ y - p₁ y * p₂ x| := by
  have hw : ∑ x, ∑ y, p₁ x * p₂ y = 1 := by
    simp_rw [← mul_sum, s₂, mul_one]
    exact s₁
  have hv : ∑ x, ∑ y, p₁ y * p₂ x = 1 := by
    simp_rw [← sum_mul, s₁, one_mul]
    exact s₂
  -- the minimum of two numbers is their mean minus half their distance
  have term : ∀ x y, p₁ x * p₂ y * metropolis p₁ p₂ x y = 1 / 2 * (p₁ x * p₂ y)
      + 1 / 2 * (p₁ y * p₂ x) - 1 / 2 * |p₁ x * p₂ y - p₁ y * p₂ x| := by
    intro x y
    rw [metropolis_flux h₁ h₂ x y]
    rcases le_total (p₁ x * p₂ y) (p₁ y * p₂ x) with h | h
    · rw [min_eq_left h, abs_of_nonpos (by linarith)]
      ring
    · rw [min_eq_right h, abs_of_nonneg (by linarith)]
      ring
  have total : meanAcceptance p₁ p₂ (metropolis p₁ p₂)
      = 1 / 2 * (∑ x, ∑ y, p₁ x * p₂ y) + 1 / 2 * (∑ x, ∑ y, p₁ y * p₂ x)
        - 1 / 2 * ∑ x, ∑ y, |p₁ x * p₂ y - p₁ y * p₂ x| := by
    simp only [meanAcceptance, term, mul_sum, sum_sub_distrib, sum_add_distrib]
  rw [total, hw, hv]
  ring

/-- For two Boltzmann laws with the same energy function the swap ratio is the exponential of
the difference in inverse temperature times the difference in energy. -/
theorem swapRatio_boltzmann [Fintype X] (E : X → ℝ) (β₁ β₂ : ℝ) (x y : X) :
    swapRatio (boltzmann E β₁) (boltzmann E β₂) x y
      = Real.exp ((β₁ - β₂) * (E x - E y)) := by
  have hZ : ∀ β : ℝ, 0 < ∑ z, Real.exp (-β * E z) := fun β =>
    sum_pos (fun z _ => Real.exp_pos _) ⟨x, mem_univ x⟩
  have hpos : ∀ β z, 0 < boltzmann E β z := fun β z => div_pos (Real.exp_pos _) (hZ β)
  have key : Real.exp (-β₁ * E y) * Real.exp (-β₂ * E x)
      = Real.exp ((β₁ - β₂) * (E x - E y))
        * (Real.exp (-β₁ * E x) * Real.exp (-β₂ * E y)) := by
    simp only [← Real.exp_add]
    congr 1
    ring
  rw [swapRatio, div_eq_iff (mul_pos (hpos β₁ x) (hpos β₂ y)).ne']
  -- the partition functions are the same on both sides
  unfold boltzmann
  rw [div_mul_div_comm, div_mul_div_comm, key, mul_div_assoc]

end ReplicaExchangeSwap

end
```

```lean
#print axioms ReplicaExchangeSwap.metropolis_optimal_heatBath_half
#print axioms ReplicaExchangeSwap.meanAcceptance_le_metropolis
#print axioms ReplicaExchangeSwap.meanAcceptance_metropolis
#print axioms ReplicaExchangeSwap.swapRatio_boltzmann
```

```
'ReplicaExchangeSwap.metropolis_optimal_heatBath_half' depends on axioms: [propext, Classical.choice, Quot.sound]
'ReplicaExchangeSwap.meanAcceptance_le_metropolis' depends on axioms: [propext, Classical.choice, Quot.sound]
'ReplicaExchangeSwap.meanAcceptance_metropolis' depends on axioms: [propext, Classical.choice, Quot.sound]
'ReplicaExchangeSwap.swapRatio_boltzmann' depends on axioms: [propext, Classical.choice, Quot.sound]
```

### From the symmetric flux to the unique maximiser

`swapRatio_pos` records that $r>0$. `metropolis_flux` is the identity $W(x,y)\min(1,r(x,y))=\min(W(x,y),W(y,x))$: `mul_min_of_nonneg` moves the non-negative weight inside the minimum, and `hr` simplifies the product of weight and ratio. With it, the balance field of `metropolis_isSwapRule` reduces to `min_comm`.

In `heatBath_isSwapRule` the local statement `key` is the form with the symmetric denominator. It is proved by cross-multiplication, and after the two denominators have been brought into the same order, `ring` closes the balance equation.

`le_metropolis` is the upper bound. It splits the minimum with `le_min`; the first part is `ha.le_one x y`. For the second, `hrev` says that $W(y,x)\,a(y,x)\le W(y,x)$, and `linarith` combines this with detailed balance.

The main theorem assembles these results and proves the factor one half. There, `generalize` replaces the swap ratio by a plain positive number `r`, after which only a one-variable inequality is left. The split `le_total 1 r` gives the two cases treated above. The first is linear, while the second needs the product $r(1-r)\ge0$, which `nlinarith` finds. `heatBath_eq_half_iff` follows the same split; for $r\le1$ it derives $r(r-1)=0$ and cancels the positive factor.

In `meanAcceptance_le_metropolis`, `hle` is the weighted pointwise bound and `sum_le_sum` sums it. For uniqueness, `sum_eq_sum_iff_of_le` turns equality of two sums with ordered terms into equality of the terms. It is applied first to the rows and then within each row, and `mul_left_cancel₀` removes the positive weight.

`meanAcceptance_metropolis` proves the formula for the minimum as `term`, sums it as `total`, and inserts the two normalisations `hw` and `hv`. In `swapRatio_boltzmann`, `key` is the addition of exponents. The last rewriting puts both sides over the same product of partition functions, so that `key` makes them equal.

### Clearing the denominator with `le_div_iff₀`

Both inequalities of the main theorem pass through the Mathlib lemma `le_div_iff₀`. For $c>0$ it states that $a\le b/c$ holds if and only if $a\,c\le b$. In `le_metropolis` it changes the goal from $a(x,y)\le r(x,y)$ to

$$a(x,y)\,W(x,y)\le W(y,x).$$

The left-hand side is now the flux that appears in detailed balance. From here on `linarith` can treat each product of weights and acceptance probabilities as a single unknown, and the remaining argument is linear in these unknowns. The lemma asks for a proof that $c>0$, and this is where the proof of the bound uses that the weights are strictly positive; `hrev` uses only that $W(y,x)\ge0$. In the heat-bath estimate the same lemma clears the denominator $1+r$.

### Swaps as a transition matrix on pairs

Another model would describe the swap step by a transition matrix $T$ on pairs of configurations. For $x\ne y$ it would move $(x,y)$ to $(y,x)$ with probability $a(x,y)$ and stay put with probability $1-a(x,y)$. Detailed balance would then be reversibility of $T$ with respect to $W$, and the stationarity of the product law could be stated directly.

The price is extra bookkeeping for rejected moves, and a change on the diagonal. For $x=y$ an exchange leaves the pair as it is, so $T$ doesn't depend on $a(x,x)$. Maximising the total flux between distinct pairs would therefore determine the matrix, but not the values $a(x,x)$. With acceptance functions, as in the Lean code above, these values count: the mean acceptance includes the diagonal, and the unique maximiser has $a(x,x)=1$.
